# The Van Vleck gap of a t2g⁴ ion from jj to LS coupling

## Physical setting

An isolated ion with four electrons in its t2g shell, such as Ru⁴⁺ in a strong octahedral crystal field, can have a non-magnetic ground state with total effective angular momentum \(J_{\rm tot}=0\). For positive Hund's coupling the nearest magnetic level is a triplet with \(J_{\rm tot}=1\). A magnetic field or exchange with neighbours can mix the two, and the energy between them, here called the Van Vleck gap, sets how costly that is. How does this gap depend on the competition between spin-orbit coupling and Hund's coupling?

Let \(\lambda>0\) be the one-electron spin-orbit coupling, which puts the \(j=3/2\) orbitals at \(-\lambda/2\) and the \(j=1/2\) orbitals at \(+\lambda\). Let \(J\) be the Hund's coupling of the rotationally invariant Kanamori interaction. That interaction splits t2g⁴ into the terms \({}^3P\), \({}^1D\) and \({}^1S\), with \({}^1S\) lying \(5J\) above \({}^3P\). Energies are measured from \({}^3P\) without spin-orbit coupling.

The level \(J_{\rm tot}=1\) occurs only in \({}^3P\), so it stays at \(-\lambda/2\) for every \(J\). The value \(J_{\rm tot}=0\) occurs twice, once in \({}^3P\) and once in \({}^1S\), and spin-orbit coupling mixes the two states:

\[
H(J)=\begin{pmatrix}-\lambda & -\sqrt2\,\lambda\\ -\sqrt2\,\lambda & 5J\end{pmatrix}.
\]

The size of the off-diagonal entry can be read off at \(J=0\). There the two states are a filled \(j=3/2\) shell, with energy \(4(-\lambda/2)=-2\lambda\), and a state with two electrons in each shell, with energy \(-\lambda+2\lambda=\lambda\). The determinant must be \(-2\lambda^2\), so the entry squared is \(2\lambda^2\). Its sign is a choice of phase.

## Statement

Write \(R(J)=\sqrt{(5J+\lambda)^2+8\lambda^2}\). For \(\lambda>0\) the lowest eigenvalue of \(H(J)\) is

\[
E_0(J)=\frac{5J-\lambda-R(J)}{2},
\]

and the gap up to the level at \(-\lambda/2\) is

\[
\Delta(J)=-\frac{\lambda}{2}-E_0(J)=\frac{R(J)-5J}{2}.
\]

It decreases strictly with \(J\), equals \(3\lambda/2\) at \(J=0\) (jj coupling), and tends to \(\lambda/2\) as \(J\to\infty\) (LS coupling).

## Derivation

**The lowest eigenvalue.** Let \(v_0\) and \(v_1\) be the amplitudes of the spin-triplet and spin-singlet states. The equation \(Hv=Ev\) reads

\[
(E+\lambda)v_0=-\sqrt2\,\lambda v_1,\qquad (E-5J)v_1=-\sqrt2\,\lambda v_0 .
\]

Multiply the first equation by \(E-5J\) and insert the second. This gives \((E-5J)(E+\lambda)v_0=2\lambda^2v_0\), and the same steps with the roles exchanged give the same relation for \(v_1\). At least one amplitude is non-zero, so

\[
(E-5J)(E+\lambda)=2\lambda^2 .
\]

Multiplying by 4 and completing the square turns this into \((2E-5J+\lambda)^2=R^2\). Hence \(2E-5J+\lambda\ge -R\), which is \(E\ge E_0\).

The bound is attained by the vector \((\sqrt2\,\lambda,\,-\lambda-E_0)\). It satisfies the first equation identically, and the second because \(E_0\) solves the quadratic. Its norm is \(\sqrt{2\lambda^2+(\lambda+E_0)^2}\), by which it is divided to obtain the normalised state.

**The decrease.** Take \(J<K\) and set \(\delta=5(K-J)>0\). Since \(8\lambda^2>0\), we have \(5J+\lambda<R(J)\), whatever the sign of \(J\). Therefore

\[
R(K)^2=R(J)^2+2(5J+\lambda)\delta+\delta^2<\bigl(R(J)+\delta\bigr)^2 .
\]

So \(R(K)<R(J)+5(K-J)\), and subtracting \(5K\) and halving gives \(\Delta(K)<\Delta(J)\).

**The jj end.** At \(J=0\) the root is \(R=3\lambda\), so \(\Delta=3\lambda/2\), the cost of lifting one electron from \(j=3/2\) to \(j=1/2\). The normalised eigenvectors are \((\sqrt2,1)/\sqrt3\) with energy \(-2\lambda\) and \((1,-\sqrt2)/\sqrt3\) with energy \(\lambda\). One third of the ground state is spin singlet.

**The LS end.** Let \(J\ge0\), \(a=5J+\lambda\) and \(t=2\lambda^2/a\). From \(R>a\) follows \(\Delta>\lambda/2\). From \(at=2\lambda^2\) follows

\[
(a+2t)^2=a^2+8\lambda^2+4t^2\ge R^2 ,
\]

so \(R\le a+2t\), and

\[
\frac{\lambda}{2}<\Delta(J)\le\frac{\lambda}{2}+\frac{2\lambda^2}{5J+\lambda}.
\]

The right-hand side tends to \(\lambda/2\), and so does the gap.

**Reading the formula backwards.** Square \(R=2\Delta+5J\). The terms \(25J^2\) cancel, and for \(\Delta>\lambda/2\)

\[
J=\frac{9\lambda^2-4\Delta^2}{10(2\Delta-\lambda)} .
\]

Conversely, this value of \(J\) makes \(2\Delta+5J=\dfrac{(2\Delta-\lambda)^2+8\lambda^2}{2(2\Delta-\lambda)}\) positive, so the squaring can be undone.

**A numerical instance.** Take \(\lambda=0.4\) eV and \(J=0.2\) eV. Then \(5J+\lambda=1.4\) eV and \(R=\sqrt{1.96+1.28}=1.8\) eV. This gives \(E_0=-0.6\) eV and \(\Delta=0.4\) eV, between the jj value 0.6 eV and the LS value 0.2 eV. The normalised ground state is \((2\sqrt2/3,\,1/3)\), with singlet weight \(1/9\). The inversion formula returns \(J=(1.44-0.64)/(10\cdot0.4)=0.2\) eV.

**In a calculation.** For an isolated t2g shell with three degenerate orbitals, without hopping or bath, the formula can serve as a check on an exact-diagonalisation code or the atomic part of an impurity solver. One fixes four electrons, includes the spin-flip and pair-hopping terms with the inter-orbital repulsion \(U'\) tied to the intra-orbital repulsion \(U\) by \(U'=U-2J\), and compares the distance from the ground state to the \(J_{\rm tot}=1\) triplet with \(\Delta(J)\). At large \(J\) the equivalent form \(\Delta=\lambda/2+4\lambda^2/(R+5J+\lambda)\) avoids subtracting two nearly equal numbers.

## What the formal version assumes

The matrix `block lam J` is \(H(J)\), with real parameters `lam` for \(\lambda\) and `J` for the Hund's coupling. Index 0 is the spin-triplet state and index 1 the spin-singlet state. The set `energies lam J` contains each real `E` for which some non-zero real vector `v` satisfies \(Hv=Ev\). Real vectors suffice because the matrix is real and symmetric.

`lowestEnergy` is defined by the closed expression for \(E_0\). That it deserves its name is a theorem: `IsLeast` says that it belongs to `energies lam J` and that no member lies below it. `vanVleckGap` is the distance from it up to `-lam / 2`.

The main theorem, `vanVleckGap_crossover`, has the single hypothesis `0 < lam`. In words, for every real `J` the number `lowestEnergy lam J` is the least eigenvalue and the gap has the stated closed form; as a function of `J` the gap is strictly decreasing on the whole real line, equals `3 * lam / 2` at zero, and converges to `lam / 2` as `J` grows without bound. Only the two-sided estimate `vanVleckGap_bounds` asks for `0 ≤ J`. At \(\lambda=0\) the gap would vanish for all \(J\ge0\), and strict decrease would fail.

The block and the level at \(-\lambda/2\) are inputs, taken from the atomic physics described at the start. The model leaves out mixing with the e_g orbitals, distortions of the octahedron, and hopping between ions.

One could instead define the Kanamori interaction and the spin-orbit term on all 15 states of four electrons in six spin-orbitals. The \(2\times2\) block and the triplet energy would then be theorems, and one could also state that for \(J>0\) the triplet is the first excited level (at \(J=0\) it is degenerate with a \(J_{\rm tot}=2\) level, and for \(J<0\) that level lies below it). The price would be a reduction by angular momentum before the short algebra used here could begin.

In Lean 4 with Mathlib:

```lean
import Mathlib

open Matrix Filter Topology

namespace VanVleckGapT2g4

noncomputable section

/-- The total-angular-momentum-zero block of the t2g⁴ shell, with spin-orbit coupling `lam`
and Hund's coupling `J`, in the basis of the spin-triplet and the spin-singlet state. -/
def block (lam J : ℝ) : Matrix (Fin 2) (Fin 2) ℝ :=
  !![-lam, -(√2 * lam); -(√2 * lam), 5 * J]

/-- The energies of the block: all real `E` that have a nonzero eigenvector. -/
def energies (lam J : ℝ) : Set ℝ :=
  {E | ∃ v : Fin 2 → ℝ, v ≠ 0 ∧ block lam J *ᵥ v = E • v}

/-- The lower root of the characteristic equation of the block. -/
def lowestEnergy (lam J : ℝ) : ℝ :=
  (5 * J - lam - √((5 * J + lam) ^ 2 + 8 * lam ^ 2)) / 2

/-- The Van Vleck gap: the distance from `lowestEnergy` up to the level at `-lam / 2`. -/
def vanVleckGap (lam J : ℝ) : ℝ := -lam / 2 - lowestEnergy lam J

/-- The eigenvalue equation of the block, written as two secular equations for the
triplet and singlet amplitudes. -/
theorem secular_equations (lam J E : ℝ) (v : Fin 2 → ℝ) :
    block lam J *ᵥ v = E • v ↔
      -lam * v 0 + -(√2 * lam) * v 1 = E * v 0 ∧
      -(√2 * lam) * v 0 + 5 * J * v 1 = E * v 1 := by
  rw [funext_iff, Fin.forall_fin_two]
  simp [block, Matrix.mulVec, dotProduct, Fin.sum_univ_two]

/-- For positive spin-orbit coupling, `lowestEnergy` is the lowest eigenvalue of the block. -/
theorem lowestEnergy_isLeast {lam : ℝ} (hlam : 0 < lam) (J : ℝ) :
    IsLeast (energies lam J) (lowestEnergy lam J) := by
  have hs : √2 ^ 2 = (2 : ℝ) := Real.sq_sqrt (by norm_num)
  constructor
  · -- an explicit eigenvector
    refine ⟨![√2 * lam, -lam - lowestEnergy lam J], ?_, ?_⟩
    · intro h
      have h0 : √2 * lam = 0 := congrFun h 0
      have hpos : 0 < √2 * lam := by positivity
      exact hpos.ne' h0
    · rw [secular_equations]
      have hr : √((5 * J + lam) ^ 2 + 8 * lam ^ 2) ^ 2 = (5 * J + lam) ^ 2 + 8 * lam ^ 2 :=
        Real.sq_sqrt (by positivity)
      constructor
      · change -lam * (√2 * lam) + -(√2 * lam) * (-lam - lowestEnergy lam J)
          = lowestEnergy lam J * (√2 * lam)
        ring
      · change -(√2 * lam) * (√2 * lam) + 5 * J * (-lam - lowestEnergy lam J)
          = lowestEnergy lam J * (-lam - lowestEnergy lam J)
        unfold lowestEnergy
        linear_combination (-lam ^ 2) * hs + hr / 4
  · rintro E ⟨v, hv, h⟩
    obtain ⟨h0, h1⟩ := (secular_equations lam J E v).1 h
    -- the characteristic polynomial annihilates both amplitudes, hence vanishes
    have ha : ((E - 5 * J) * (E + lam) - 2 * lam ^ 2) * v 0 = 0 := by
      linear_combination (-(E - 5 * J)) * h0 + √2 * lam * h1 + lam ^ 2 * v 0 * hs
    have hb : ((E - 5 * J) * (E + lam) - 2 * lam ^ 2) * v 1 = 0 := by
      linear_combination (-(E + lam)) * h1 + √2 * lam * h0 + lam ^ 2 * v 1 * hs
    have hp : (E - 5 * J) * (E + lam) - 2 * lam ^ 2 = 0 := by
      by_contra hne
      apply hv
      rw [funext_iff, Fin.forall_fin_two]
      exact ⟨(mul_eq_zero.1 ha).resolve_left hne, (mul_eq_zero.1 hb).resolve_left hne⟩
    have hsq : (2 * E - 5 * J + lam) ^ 2 ≤ (5 * J + lam) ^ 2 + 8 * lam ^ 2 :=
      le_of_eq (by linear_combination 4 * hp)
    have hlow := (abs_le.1 (Real.abs_le_sqrt hsq)).1
    unfold lowestEnergy
    linarith

/-- Closed form of the Van Vleck gap. -/
theorem vanVleckGap_eq (lam J : ℝ) :
    vanVleckGap lam J = (√((5 * J + lam) ^ 2 + 8 * lam ^ 2) - 5 * J) / 2 := by
  unfold vanVleckGap lowestEnergy
  ring

/-- Without Hund's coupling the block has the two explicit eigenvectors `(√2, 1)` and
`(1, -√2)`, with energies `-2 lam` and `lam`. -/
theorem jj_eigenvectors (lam : ℝ) :
    block lam 0 *ᵥ ![√2, 1] = (-2 * lam) • ![√2, 1] ∧
    block lam 0 *ᵥ ![1, -√2] = lam • ![1, -√2] := by
  have hs : √2 ^ 2 = (2 : ℝ) := Real.sq_sqrt (by norm_num)
  rw [secular_equations, secular_equations]
  refine ⟨⟨?_, ?_⟩, ⟨?_, ?_⟩⟩
  · change -lam * √2 + -(√2 * lam) * 1 = -2 * lam * √2
    ring
  · change -(√2 * lam) * √2 + 5 * 0 * 1 = -2 * lam * 1
    linear_combination (-lam) * hs
  · change -lam * 1 + -(√2 * lam) * (-√2) = lam * 1
    linear_combination lam * hs
  · change -(√2 * lam) * 1 + 5 * 0 * (-√2) = lam * (-√2)
    ring

/-- For positive `lam` and non-negative Hund's coupling the gap exceeds `lam / 2`, by at most
`2 lam² / (5 J + lam)`. -/
theorem vanVleckGap_bounds {lam J : ℝ} (hlam : 0 < lam) (hJ : 0 ≤ J) :
    lam / 2 < vanVleckGap lam J ∧
    vanVleckGap lam J ≤ lam / 2 + 2 * lam ^ 2 / (5 * J + lam) := by
  have ha : 0 < 5 * J + lam := by positivity
  rw [vanVleckGap_eq]
  constructor
  · have h : 5 * J + lam < √((5 * J + lam) ^ 2 + 8 * lam ^ 2) :=
      Real.lt_sqrt_of_sq_lt (by nlinarith [pow_pos hlam 2])
    linarith
  · -- complete the square under the root
    have ht : (5 * J + lam) * (2 * lam ^ 2 / (5 * J + lam)) = 2 * lam ^ 2 :=
      mul_div_cancel₀ _ ha.ne' |> fun _ => by field_simp
    have ht0 : 0 ≤ 2 * lam ^ 2 / (5 * J + lam) := by positivity
    generalize 2 * lam ^ 2 / (5 * J + lam) = t at ht ht0 ⊢
    have h : √((5 * J + lam) ^ 2 + 8 * lam ^ 2) ≤ 5 * J + lam + 2 * t :=
      Real.sqrt_le_iff.2 ⟨by linarith, by nlinarith [sq_nonneg t]⟩
    linarith

/-- For positive `lam`, the Van Vleck gap decreases strictly as Hund's coupling grows. -/
theorem vanVleckGap_strictAnti {lam : ℝ} (hlam : 0 < lam) : StrictAnti (vanVleckGap lam) := by
  intro J K hJK
  rw [vanVleckGap_eq, vanVleckGap_eq]
  have hr : √((5 * J + lam) ^ 2 + 8 * lam ^ 2) ^ 2 = (5 * J + lam) ^ 2 + 8 * lam ^ 2 :=
    Real.sq_sqrt (by positivity)
  have hr0 := Real.sqrt_nonneg ((5 * J + lam) ^ 2 + 8 * lam ^ 2)
  have ha : 5 * J + lam < √((5 * J + lam) ^ 2 + 8 * lam ^ 2) :=
    Real.lt_sqrt_of_sq_lt (by nlinarith [pow_pos hlam 2])
  generalize √((5 * J + lam) ^ 2 + 8 * lam ^ 2) = r at hr hr0 ha ⊢
  -- the root grows more slowly than `5 J`
  have h : √((5 * K + lam) ^ 2 + 8 * lam ^ 2) < r + 5 * (K - J) :=
    (Real.sqrt_lt' (by linarith)).2
      (by nlinarith [mul_pos (sub_pos.2 hJK) (sub_pos.2 ha)])
  linarith

/-- Hund's coupling recovered from the spin-orbit coupling and a gap `D` above `lam / 2`. -/
theorem vanVleckGap_eq_iff {lam D : ℝ} (hD : lam / 2 < D) (J : ℝ) :
    vanVleckGap lam J = D ↔ J = (9 * lam ^ 2 - 4 * D ^ 2) / (10 * (2 * D - lam)) := by
  have hd : 0 < 2 * D - lam := by linarith
  have hr : √((5 * J + lam) ^ 2 + 8 * lam ^ 2) ^ 2 = (5 * J + lam) ^ 2 + 8 * lam ^ 2 :=
    Real.sq_sqrt (by positivity)
  rw [vanVleckGap_eq, eq_div_iff (by positivity)]
  constructor
  · intro h
    have h' : √((5 * J + lam) ^ 2 + 8 * lam ^ 2) = 2 * D + 5 * J := by linarith
    rw [h'] at hr
    linear_combination hr
  · intro h
    have hpos : 0 ≤ 2 * D + 5 * J := by
      by_contra hneg
      nlinarith [mul_pos hd (neg_pos.2 (not_le.1 hneg)), sq_nonneg (2 * D - lam),
        sq_nonneg lam]
    rw [show (5 * J + lam) ^ 2 + 8 * lam ^ 2 = (2 * D + 5 * J) ^ 2 by
      linear_combination -h, Real.sqrt_sq hpos]
    ring

/-- For positive `lam`, the gap between the level at `-lam / 2` and the lowest eigenvalue of the block has the stated closed form and decreases
strictly with Hund's coupling, from `3 lam / 2` at `J = 0` to the limit `lam / 2` at large `J`. -/
theorem vanVleckGap_crossover {lam : ℝ} (hlam : 0 < lam) :
    (∀ J, IsLeast (energies lam J) (lowestEnergy lam J) ∧
      -lam / 2 - lowestEnergy lam J = (√((5 * J + lam) ^ 2 + 8 * lam ^ 2) - 5 * J) / 2) ∧
    StrictAnti (vanVleckGap lam) ∧
    vanVleckGap lam 0 = 3 * lam / 2 ∧
    Tendsto (vanVleckGap lam) atTop (𝓝 (lam / 2)) := by
  refine ⟨fun J => ⟨lowestEnergy_isLeast hlam J, vanVleckGap_eq lam J⟩,
    vanVleckGap_strictAnti hlam, ?_, ?_⟩
  · rw [vanVleckGap_eq, show (5 * 0 + lam) ^ 2 + 8 * lam ^ 2 = (3 * lam) ^ 2 by ring,
      Real.sqrt_sq (by positivity)]
    ring
  · -- squeeze the gap between its two bounds
    have hden : Tendsto (fun J : ℝ => 5 * J + lam) atTop atTop :=
      tendsto_atTop_add_const_right atTop lam
        (tendsto_id.const_mul_atTop (by norm_num : (0 : ℝ) < 5))
    have hup : Tendsto (fun J : ℝ => lam / 2 + 2 * lam ^ 2 / (5 * J + lam)) atTop
        (𝓝 (lam / 2)) := by
      simpa using (hden.const_div_atTop (2 * lam ^ 2)).const_add (lam / 2)
    refine tendsto_of_tendsto_of_tendsto_of_le_of_le' tendsto_const_nhds hup ?_ ?_
    · filter_upwards [eventually_ge_atTop (0 : ℝ)] with J hJ
      exact (vanVleckGap_bounds hlam hJ).1.le
    · filter_upwards [eventually_ge_atTop (0 : ℝ)] with J hJ
      exact (vanVleckGap_bounds hlam hJ).2

end

end VanVleckGapT2g4
```

```lean
#print axioms VanVleckGapT2g4.jj_eigenvectors
#print axioms VanVleckGapT2g4.vanVleckGap_strictAnti
#print axioms VanVleckGapT2g4.vanVleckGap_eq_iff
#print axioms VanVleckGapT2g4.vanVleckGap_crossover
```

```
'VanVleckGapT2g4.jj_eigenvectors' depends on axioms: [propext, Classical.choice, Quot.sound]
'VanVleckGapT2g4.vanVleckGap_strictAnti' depends on axioms: [propext, Classical.choice, Quot.sound]
'VanVleckGapT2g4.vanVleckGap_eq_iff' depends on axioms: [propext, Classical.choice, Quot.sound]
'VanVleckGapT2g4.vanVleckGap_crossover' depends on axioms: [propext, Classical.choice, Quot.sound]
```

## Notes on the proof

`secular_equations` turns the matrix equation into the two scalar equations for `v 0` and `v 1`. The later eigenvector arguments all go through it.

`lowestEnergy_isLeast` has two halves. The first supplies the vector \((\sqrt2\,\lambda,-\lambda-E_0)\), which is non-zero because its first entry is positive. The second equation is checked by `linear_combination` from \((\sqrt2)^2=2\) and \(R^2=(5J+\lambda)^2+8\lambda^2\). The second half takes an arbitrary eigenvalue. Here `ha` and `hb` are the products of the characteristic polynomial with each amplitude, and the coefficients given to `linear_combination` are the multipliers used in the elimination by hand. If the polynomial were non-zero, both amplitudes would vanish, contradicting `hv`; this gives `hp`. The completed square is `hsq`, and `Real.abs_le_sqrt` extracts the lower bound from it.

`vanVleckGap_eq` is the subtraction that gives \(\Delta=(R-5J)/2\). `jj_eigenvectors` checks the two vectors at \(J=0\) in unnormalised form, for any real `lam`.

In `vanVleckGap_bounds`, the quotient \(2\lambda^2/(5J+\lambda)\) is replaced by a variable `t` that keeps only the facts \(at=2\lambda^2\) and \(t\ge0\). The inequality \(R\le a+2t\) then follows by comparing squares with `Real.sqrt_le_iff`.

`vanVleckGap_strictAnti` likewise names the root at the smaller coupling `r`. The step `h` is \(R(K)<r+5(K-J)\). The product handed to `nlinarith`, \((K-J)(r-(5J+\lambda))>0\), is one tenth of the difference between the cross terms \(2R(J)\delta\) and \(2(5J+\lambda)\delta\) in the derivation.

`vanVleckGap_eq_iff` proves both directions of the inversion. From gap to coupling it squares \(R=2D+5J\), where `D` is the given gap. In the other direction, `hpos` establishes that \(2D+5J\) is non-negative, so that it equals the root and not its negative.

`vanVleckGap_crossover` joins the least eigenvalue, the closed form and the strict decrease to the values at the two ends. At \(J=0\) it rewrites the radicand as \((3\lambda)^2\). For the limit, `hden` says that \(5J+\lambda\) grows without bound and `hup` that the upper estimate tends to \(\lambda/2\). The squeeze theorem finishes the argument, with the two bounds needed only for \(J\ge0\), which `eventually_ge_atTop` provides.
